# In a two-occupation exchange model with positive exchange parameter and smearing temperature, equilibrium moments are unsaturated and stationary

The model has a moment m in [-1, 1], spin occupations p = (1 + m)/2 and q = (1 - m)/2, and the free energy -Im²/4 + 2T(p ln p + q ln q), with 0 ln 0 = 0. Here I is the exchange parameter and T the smearing temperature in energy units. The theorem `equilibrium_stationary` says that, for I > 0 and T > 0, every global minimizer m of this free energy on [-1, 1] satisfies -1 < m < 1, and the slope -Im/2 + T(ln p - ln q) is zero there. To rule out m = 1, the proof takes the trial moment 1 - 2b with b = exp(-I/(2T) - 1) and shows that its free energy is strictly lower than that of the saturated state. The symmetry under m → -m then rules out m = -1, and the derivative vanishes because the minimum is interior.

An attempt in Lean 4 with a fault in it:

```lean
import Mathlib

open Set

namespace EquilibriumStationary

noncomputable section

/-- Free energy of a moment `m` in `[-1, 1]` with exchange parameter `I` and smearing
temperature `T`; the spin occupations are `(1 + m) / 2` and `(1 - m) / 2`, and `0 ln 0 = 0`. -/
def freeEnergy (I T m : ℝ) : ℝ :=
  -I * m ^ 2 / 4 + 2 * T * ((1 + m) / 2 * Real.log ((1 + m) / 2)
    + (1 - m) / 2 * Real.log ((1 - m) / 2))

/-- The slope of the free energy with respect to the moment, for `-1 < m < 1`. -/
def energySlope (I T m : ℝ) : ℝ :=
  -I * m / 2 + T * (Real.log ((1 + m) / 2) - Real.log ((1 - m) / 2))

/-- An equilibrium moment is a global minimizer of the free energy on `[-1, 1]`. -/
def IsEquilibrium (I T m : ℝ) : Prop :=
  m ∈ Icc (-1 : ℝ) 1 ∧ ∀ x ∈ Icc (-1 : ℝ) 1, freeEnergy I T m ≤ freeEnergy I T x

/-- Reversing the moment leaves the free energy unchanged. -/
theorem freeEnergy_neg (I T m : ℝ) : freeEnergy I T (-m) = freeEnergy I T m := by
  have h1 : 1 + -m = 1 - m := by ring
  have h2 : 1 - -m = 1 + m := by ring
  simp only [freeEnergy]
  rw [h1, h2]
  ring

/-- For a partially polarized system, `-1 < m < 1`, the free energy has derivative
`energySlope`, whose own derivative is `-I/2 + 2T/(1 - m²)`. -/
theorem hasDerivAt_energy_and_slope (I T : ℝ) {m : ℝ} (h1 : -1 < m) (h2 : m < 1) :
    HasDerivAt (freeEnergy I T) (energySlope I T m) m ∧
      HasDerivAt (energySlope I T) (-I / 2 + 2 * T / (1 - m ^ 2)) m := by
  have n1 : 1 + m ≠ 0 := by linarith
  have n2 : 1 - m ≠ 0 := by linarith
  have ha : (1 + m) / 2 ≠ 0 := div_ne_zero n1 two_ne_zero
  have hb : (1 - m) / 2 ≠ 0 := div_ne_zero n2 two_ne_zero
  have hp : HasDerivAt (fun x : ℝ => (1 + x) / 2) (1 / 2) m :=
    ((hasDerivAt_id' m).const_add 1).div_const 2
  have hq : HasDerivAt (fun x : ℝ => (1 - x) / 2) (-1 / 2) m :=
    ((hasDerivAt_id' m).const_sub 1).div_const 2
  have hs : HasDerivAt (fun x : ℝ => x ^ 2) (2 * m) m := by
    simpa using hasDerivAt_pow 2 m
  constructor
  · have h := ((hs.const_mul (-I)).div_const 4).fun_add
      (((hp.fun_mul (hp.log ha)).fun_add (hq.fun_mul (hq.log hb))).const_mul (2 * T))
    refine HasDerivAt.congr_deriv (f := freeEnergy I T) h ?_
    have e1 : (1 + m) / 2 * (1 / 2 / ((1 + m) / 2)) = 1 / 2 := by field_simp
    have e2 : (1 - m) / 2 * (-1 / 2 / ((1 - m) / 2)) = -1 / 2 := by field_simp
    rw [e1, e2, energySlope]
    ring
  · have h := (((hasDerivAt_id' m).const_mul (-I)).div_const 2).fun_add
      (((hp.log ha).fun_sub (hq.log hb)).const_mul T)
    refine HasDerivAt.congr_deriv (f := energySlope I T) h ?_
    have e : 1 / 2 / ((1 + m) / 2) - -1 / 2 / ((1 - m) / 2) = 2 / ((1 + m) * (1 - m)) := by
      rw [div_sub_div _ _ ha hb, div_eq_div_iff (mul_ne_zero ha hb) (mul_ne_zero n1 n2)]
      ring
    have e' : 1 - m ^ 2 = (1 + m) * (1 - m) := by ring
    rw [e, e']
    ring

/-- For `I, T > 0` an equilibrium moment is never saturated, and the slope of the free
energy vanishes there. -/
theorem equilibrium_stationary {I T m : ℝ} (hI : 0 < I) (hT : 0 < T)
    (hm : IsEquilibrium I T m) : -1 < m ∧ m < 1 ∧ energySlope I T m = 0 := by
  -- a trial moment `1 - 2b` with exponentially small minority occupation `b`
  have hq : 0 < I / (2 * T) := by positivity
  obtain ⟨b, hb0, hb1, hlog⟩ : ∃ b : ℝ, 0 < b ∧ b < 1 ∧ Real.log b = -(I / (2 * T)) - 1 :=
    ⟨Real.exp (-(I / (2 * T)) - 1), Real.exp_pos _, Real.exp_lt_one (by linarith),
      Real.log_exp _⟩
  have key : 2 * T * (I / (2 * T)) = I := by field_simp
  have hL : Real.log (1 - b) ≤ 0 := Real.log_nonpos (by linarith) (by linarith)
  have hF : freeEnergy I T (1 - 2 * b)
      = -I / 4 - I * b ^ 2 - 2 * T * b + 2 * T * (1 - b) * Real.log (1 - b) := by
    have e1 : (1 + (1 - 2 * b)) / 2 = 1 - b := by ring
    have e2 : (1 - (1 - 2 * b)) / 2 = b := by ring
    rw [freeEnergy, e1, e2, hlog]
    linear_combination (-b) * key
  have hF1 : freeEnergy I T 1 = -I / 4 := by norm_num [freeEnergy]
  have hlt : freeEnergy I T (1 - 2 * b) < freeEnergy I T 1 := by
    have p1 : 0 < I * b ^ 2 := by positivity
    have p2 : 0 < 2 * T * b := by positivity
    have p3 : 2 * T * (1 - b) * Real.log (1 - b) ≤ 0 :=
      mul_nonpos_of_nonneg_of_nonpos (mul_nonneg (by linarith) (by linarith)) hL
    rw [hF, hF1]
    linarith
  have hle := hm.2 (1 - 2 * b) ⟨by linarith, by linarith⟩
  have hu : m < 1 := lt_of_le_of_ne hm.1.2 (by
    rintro rfl
    linarith)
  have hl : -1 < m := lt_of_le_of_ne hm.1.1 (by
    rintro rfl
    rw [freeEnergy_neg] at hle
    linarith)
  have hmin : IsLocalMin (freeEnergy I T) m :=
    Filter.mem_of_superset (Ioo_mem_nhds hl hu) (fun x hx => hm.2 x ⟨hx.1.le, hx.2.le⟩)
  exact ⟨hl, hu, hmin.hasDerivAt_eq_zero (hasDerivAt_energy_and_slope I T hl hu).1⟩

end

end EquilibriumStationary
```

The error:

```
Main.lean:71:52: error(lean.unknownIdentifier): Unknown constant `Real.exp_lt_one`
```

The proof has to show that the minority occupation `b`, chosen as `Real.exp (-(I / (2 * T)) - 1)`, is less than 1. For this it calls `Real.exp_lt_one`, and Lean reports an unknown constant: no declaration of that name is available in the Mathlib that the file imports. The fault is in the name, not in the mathematics, since the exponent is negative and the exponential of a negative number is below 1.

The repair uses `Real.exp_lt_one_iff`, an equivalence between `Real.exp x < 1` and `x < 0`. Its `.mpr` direction turns a proof that the exponent is negative into the bound needed. That proof is still `by linarith`, which uses `hq : 0 < I / (2 * T)`.

The other change has no effect on compilation, but it corrects the comment. The occupation `b` is exponentially small only when T is much smaller than I; when T is much larger than I, it is close to 1/e. The new comment gives the formula for `b`, which holds for all positive I and T.

The repair, with which the file compiles:

```diff
@@ -66,8 +66,8 @@
 theorem equilibrium_stationary {I T m : ℝ} (hI : 0 < I) (hT : 0 < T)
     (hm : IsEquilibrium I T m) : -1 < m ∧ m < 1 ∧ energySlope I T m = 0 := by
-  -- a trial moment `1 - 2b` with exponentially small minority occupation `b`
+  -- a trial moment `1 - 2b` with minority occupation `b = exp (-I/(2T) - 1)`
   have hq : 0 < I / (2 * T) := by positivity
   obtain ⟨b, hb0, hb1, hlog⟩ : ∃ b : ℝ, 0 < b ∧ b < 1 ∧ Real.log b = -(I / (2 * T)) - 1 :=
-    ⟨Real.exp (-(I / (2 * T)) - 1), Real.exp_pos _, Real.exp_lt_one (by linarith),
+    ⟨Real.exp (-(I / (2 * T)) - 1), Real.exp_pos _, Real.exp_lt_one_iff.mpr (by linarith),
       Real.log_exp _⟩
   have key : 2 * T * (I / (2 * T)) = I := by field_simp
```
